# Coulomb density fitting: the error matrix is positive semidefinite and its quadratic forms never grow when the auxiliary space is enlarged

Let finitely many pair densities f(i) be fitted by orthogonal projection, in the Coulomb inner product, onto an auxiliary space U. The exact matrix of repulsion integrals minus the fitted one is then the matrix of mutual repulsions of the fitting residuals. It is therefore positive semidefinite. If U is contained in a larger auxiliary space W, no quadratic form of the error is larger for W than for U.

In electronic structure theory, this means that for a fixed real density built from the given pairs, this unconstrained Coulomb-metric fit never overestimates the classical self-repulsion energy, and that adding functions to the auxiliary set can't increase the error in that energy.

## Densities as vectors, repulsion as inner product

For real orbitals φ_μ, a pair density is the product φ_μ(r) φ_ν(r), and the single index i stands for the pair μν. The repulsion of two densities is

(ρ|σ) = ∫∫ ρ(r) σ(r′) / |r − r′| dr dr′.

The development uses only the properties of a real inner product: linearity in each argument, symmetry, and (ρ|ρ) > 0 unless ρ = 0. In the code, `E` is the space of densities, `ι` labels the pairs and `κ` will label auxiliary functions. That the Coulomb integral is such an inner product on a suitable space of densities is assumed through the choice of `E`. Physically, positivity says that any nonzero charge distribution, even one of mixed sign, has positive electrostatic self-energy.

```lean
import Mathlib

open Matrix

namespace DensityFittingError

noncomputable section

variable {E ι κ : Type*} [NormedAddCommGroup E] [InnerProductSpace ℝ E]
```

A family of densities g(i) has the matrix of mutual repulsions

G_ij = (g(i)|g(j)).

For g = f this is the exact matrix of four-index integrals (μν|λσ), with each pair as one index.

```lean
/-- The matrix of mutual repulsions (inner products) of a family of densities. -/
def repulsionMatrix (g : ι → E) : Matrix ι ι ℝ :=
  Matrix.of fun i j => inner ℝ (g i) (g j)
```

Write P for the orthogonal projection onto U. The fit of f(i) is P f(i), the element of U closest to f(i) in the Coulomb norm, and the fitted integrals are

(P f(i)|P f(j)).

In Lean, P is `U.starProjection`, and `HasOrthogonalProjection` is the condition that the projection exists. Every finite-dimensional subspace meets it, so every finite auxiliary set is included. All pairs share one U and one metric. Fits in the overlap metric, and local schemes that give each pair its own auxiliary functions, are different models.

```lean
/-- The repulsion matrix of the densities after projection onto the auxiliary space `U`. -/
def fittedMatrix (U : Submodule ℝ E) [U.HasOrthogonalProjection] (f : ι → E) :
    Matrix ι ι ℝ :=
  repulsionMatrix fun i => U.starProjection (f i)
```

The error is exact minus fitted:

Δ_ij = (f(i)|f(j)) − (P f(i)|P f(j)).

With this sign, a positive diagonal element means that the fitted integral is too small.

```lean
/-- The density-fitting error: exact minus fitted repulsion matrix. -/
def errorMatrix (U : Submodule ℝ E) [U.HasOrthogonalProjection] (f : ι → E) :
    Matrix ι ι ℝ :=
  repulsionMatrix f - fittedMatrix U f
```

## A repulsion matrix has no negative quadratic form

Take real coefficients c_i and form the combined density Σ_i c_i g(i). Expanding its self-repulsion gives

‖Σ_i c_i g(i)‖² = Σ_i Σ_j c_i c_j (g(i)|g(j)) = cᵀ G c.

The proof expands both sides into the same double sum and compares them term by term; `ring` reorders the factors.

```lean
/-- The quadratic form of a repulsion matrix is the self-repulsion of the combined density. -/
theorem repulsion_quadratic_form [Fintype ι] (g : ι → E) (c : ι → ℝ) :
    c ⬝ᵥ repulsionMatrix g *ᵥ c = ‖∑ i, c i • g i‖ ^ 2 := by
  rw [← real_inner_self_eq_norm_sq, sum_inner]
  simp only [dotProduct, Matrix.mulVec, repulsionMatrix, Matrix.of_apply, Finset.mul_sum,
    inner_sum, real_inner_smul_left, real_inner_smul_right]
  refine Finset.sum_congr rfl fun i _ => Finset.sum_congr rfl fun j _ => ?_
  ring
```

A squared norm is nonnegative, so cᵀ G c ≥ 0 for every c. Symmetry of the inner product makes G symmetric. These are the two conditions in `PosSemidef`, and the proof treats symmetry first.

```lean
/-- Every repulsion matrix is positive semidefinite. -/
theorem repulsion_posSemidef [Fintype ι] (g : ι → E) : (repulsionMatrix g).PosSemidef := by
  refine Matrix.PosSemidef.of_dotProduct_mulVec_nonneg ?_ ?_
  · refine Matrix.IsHermitian.ext fun i j => ?_
    rw [star_trivial]
    exact real_inner_comm _ _
  · intro c
    rw [star_trivial, repulsion_quadratic_form]
    positivity
```

## The error is the repulsion of the residuals

The residual x − P x is orthogonal to everything in U. For v in U,

0 = (x − P x|v) = (x|v) − (P x|v),

and hence (P x|v) = (x|v). An auxiliary density can't distinguish a density from its fit.

```lean
/-- A density and its fit have the same repulsion with every auxiliary density. -/
theorem inner_fit (U : Submodule ℝ E) [U.HasOrthogonalProjection] (x : E) {v : E}
    (hv : v ∈ U) : inner ℝ (U.starProjection x) v = inner ℝ x v := by
  have h := U.starProjection_inner_eq_zero x v hv
  rw [inner_sub_left] at h
  linarith
```

Now expand the repulsion of two residuals:

(f(i) − P f(i)|f(j) − P f(j))
= (f(i)|f(j)) − (f(i)|P f(j)) − (P f(i)|f(j)) + (P f(i)|P f(j)).

Since P f(j) lies in U, the previous step gives (f(i)|P f(j)) = (P f(i)|P f(j)). The other cross term has the same value by symmetry. Two copies of the fitted integral are subtracted and one is added, which leaves

(f(i)|f(j)) − (P f(i)|P f(j)) = Δ_ij.

The error thus contains no term linear in the residuals. In the code, `h1` and `h2` evaluate the cross terms, `h3` and `h4` swap arguments, and `linarith` collects the result.

```lean
/-- The density-fitting error matrix is the repulsion matrix of the fitting residuals. -/
theorem error_eq_residual_repulsion (U : Submodule ℝ E) [U.HasOrthogonalProjection]
    (f : ι → E) :
    errorMatrix U f = repulsionMatrix fun i => f i - U.starProjection (f i) := by
  ext i j
  change inner ℝ (f i) (f j) - inner ℝ (U.starProjection (f i)) (U.starProjection (f j))
    = inner ℝ (f i - U.starProjection (f i)) (f j - U.starProjection (f j))
  -- both cross terms equal the fitted integral
  have h1 := inner_fit U (f i) (U.starProjection_apply_mem (f j))
  have h2 := inner_fit U (f j) (U.starProjection_apply_mem (f i))
  have h3 := real_inner_comm (U.starProjection (f i)) (U.starProjection (f j))
  have h4 := real_inner_comm (U.starProjection (f i)) (f j)
  simp only [inner_sub_left, inner_sub_right]
  linarith
```

For a combined density ρ = Σ_i c_i f(i), linearity of P gives Σ_i c_i (f(i) − P f(i)) = ρ − P ρ. The quadratic form of the error is therefore

cᵀ Δ c = ‖ρ − P ρ‖².

If the c_i are the density-matrix weights of the pairs, half of this number is the error in the classical Coulomb energy at that fixed density. If exchange or correlation energies are also computed from fitted integrals, this result alone doesn't fix the sign of the error in the total energy.

```lean
/-- The error in the self-repulsion of a combined density is the squared norm of the
residual of that density. -/
theorem error_quadratic_form [Fintype ι] (U : Submodule ℝ E) [U.HasOrthogonalProjection]
    (f : ι → E) (c : ι → ℝ) :
    c ⬝ᵥ errorMatrix U f *ᵥ c
      = ‖(∑ i, c i • f i) - U.starProjection (∑ i, c i • f i)‖ ^ 2 := by
  rw [error_eq_residual_repulsion, repulsion_quadratic_form]
  simp only [smul_sub, Finset.sum_sub_distrib, map_sum, map_smul]
```

## Enlarging the auxiliary space

Let U be contained in W, and let Q be the projection onto W. The exact integrals cancel in the difference of the two errors:

Δ^U_ij − Δ^W_ij = (Q f(i)|Q f(j)) − (P f(i)|P f(j)).

Compare this with the repulsion of the changes in the fits:

(Q f(i) − P f(i)|Q f(j) − P f(j))
= (Q f(i)|Q f(j)) − (Q f(i)|P f(j)) − (P f(i)|Q f(j)) + (P f(i)|P f(j)).

The density P f(j) lies in U and therefore also in W. Moving each projection off f(i) in turn gives

(Q f(i)|P f(j)) = (f(i)|P f(j)) = (P f(i)|P f(j)),

and the other cross term is the same with i and j exchanged. The two expressions agree. The facts `a1` and `b1` are the two equalities above, and `a2` and `b2` are their exchanged versions.

```lean
/-- When the auxiliary space grows from `U` to `W`, the error matrix drops by the repulsion
matrix of the changes in the fitted densities. -/
theorem error_sub_error {U W : Submodule ℝ E} [U.HasOrthogonalProjection]
    [W.HasOrthogonalProjection] (hUW : U ≤ W) (f : ι → E) :
    errorMatrix U f - errorMatrix W f
      = repulsionMatrix fun i => W.starProjection (f i) - U.starProjection (f i) := by
  ext i j
  change (inner ℝ (f i) (f j) - inner ℝ (U.starProjection (f i)) (U.starProjection (f j)))
      - (inner ℝ (f i) (f j) - inner ℝ (W.starProjection (f i)) (W.starProjection (f j)))
    = inner ℝ (W.starProjection (f i) - U.starProjection (f i))
        (W.starProjection (f j) - U.starProjection (f j))
  have mi := U.starProjection_apply_mem (f i)
  have mj := U.starProjection_apply_mem (f j)
  -- fits in `U` and in `W` look alike to every density of the smaller space
  have a1 := inner_fit U (f i) mj
  have b1 := inner_fit W (f i) (hUW mj)
  have a2 := inner_fit U (f j) mi
  have b2 := inner_fit W (f j) (hUW mi)
  have h3 := real_inner_comm (U.starProjection (f i)) (U.starProjection (f j))
  have h4 := real_inner_comm (U.starProjection (f i)) (W.starProjection (f j))
  simp only [inner_sub_left, inner_sub_right]
  linarith
```

The main theorem combines these results. Its first part is the residual formula, and its second part follows because a repulsion matrix is positive semidefinite. For the third, the difference just found gives

cᵀ Δ^U c − cᵀ Δ^W c = ‖Σ_i c_i (Q f(i) − P f(i))‖² ≥ 0.

The hypothesis `hUW : U ≤ W` is containment of spaces, and it isn't enough that W is spanned by more functions. Two published auxiliary sets of different size need not be nested, and for such a pair the theorem makes no comparison. It also gives no rate of convergence, and the inequality may be an equality when the added functions don't improve the fits.

```lean
/-- The density-fitting error matrix is the repulsion matrix of the residuals and is positive
semidefinite, and enlarging the auxiliary space never increases any of its quadratic forms. -/
theorem density_fitting_error [Fintype ι] {U W : Submodule ℝ E} [U.HasOrthogonalProjection]
    [W.HasOrthogonalProjection] (hUW : U ≤ W) (f : ι → E) :
    (errorMatrix U f = repulsionMatrix fun i => f i - U.starProjection (f i)) ∧
    (errorMatrix U f).PosSemidef ∧
    ∀ c : ι → ℝ, c ⬝ᵥ errorMatrix W f *ᵥ c ≤ c ⬝ᵥ errorMatrix U f *ᵥ c := by
  refine ⟨error_eq_residual_repulsion U f, ?_, fun c => ?_⟩
  · rw [error_eq_residual_repulsion]
    exact repulsion_posSemidef _
  · have h := repulsion_quadratic_form
      (fun i => W.starProjection (f i) - U.starProjection (f i)) c
    rw [← error_sub_error hUW f, Matrix.sub_mulVec, dotProduct_sub] at h
    have h0 := sq_nonneg ‖∑ i, c i • (W.starProjection (f i) - U.starProjection (f i))‖
    linarith
```

## Diagonal errors bound all the others

Off-diagonal errors can have either sign, and a single one can grow in magnitude when the auxiliary space is enlarged. But since Δ_ij is an inner product of residuals, the Cauchy–Schwarz inequality applies:

Δ_ij² ≤ Δ_ii Δ_jj.

If every diagonal error is at most ε, every integral error is at most ε in magnitude. A pair density that lies in U has zero residual, so all integrals involving it are exact.

```lean
/-- The squared error of any fitted integral is at most the product of the two corresponding
diagonal errors. -/
theorem error_schwarz_bound (U : Submodule ℝ E) [U.HasOrthogonalProjection]
    (f : ι → E) (i j : ι) :
    errorMatrix U f i j ^ 2 ≤ errorMatrix U f i i * errorMatrix U f j j := by
  rw [error_eq_residual_repulsion, sq]
  exact real_inner_mul_inner_self_le _ _
```

## From the projection to three-index integrals

Programs work with auxiliary functions χ_p and not with an abstract projection. Set

V_pq = (χ_p|χ_q),  B_pi = (χ_p|f(i)),

let U be the span of the χ_p, and assume that V is nonsingular, which means that the auxiliary functions are linearly independent. The claim is that the fitted matrix equals Bᵀ V⁻¹ B.

Let C = V⁻¹ B, so that V C = B, and define g_j = Σ_q C_qj χ_q. Then, for every p,

(χ_p|f(j) − g_j) = B_pj − Σ_q V_pq C_qj = 0.

By linearity f(j) − g_j is orthogonal to all of U; this is the induction over the span in `horth`. Since P f(i) and g_j both lie in U,

(P f(i)|P f(j)) = (P f(i)|f(j)) = (P f(i)|g_j) = (f(i)|g_j) = Σ_q B_qi C_qj = (Bᵀ C)_ij.

The first and third equalities remove a projection, and the second is the orthogonality just shown. Inserting C = V⁻¹ B gives the formula.

```lean
/-- For an auxiliary basis `χ` with nonsingular repulsion matrix `V` and three-index integrals
`B`, the fitted matrix is `Bᵀ V⁻¹ B`. -/
theorem fitted_eq_three_index [Fintype κ] [DecidableEq κ] (U : Submodule ℝ E)
    [U.HasOrthogonalProjection] (χ : κ → E) (hU : U = Submodule.span ℝ (Set.range χ))
    (hV : IsUnit (repulsionMatrix χ).det) (f : ι → E) (B : Matrix κ ι ℝ)
    (hB : ∀ p i, B p i = inner ℝ (χ p) (f i)) :
    fittedMatrix U f = Bᵀ * (repulsionMatrix χ)⁻¹ * B := by
  rw [Matrix.mul_assoc]
  -- the fitting coefficients solve the linear fitting equations
  obtain ⟨C, hC⟩ : ∃ C, C = (repulsionMatrix χ)⁻¹ * B := ⟨_, rfl⟩
  have hfit : repulsionMatrix χ * C = B := by
    rw [hC, ← Matrix.mul_assoc, Matrix.mul_nonsing_inv _ hV, Matrix.one_mul]
  rw [← hC]
  ext i j
  have hg : ∑ q, C q j • χ q ∈ U := by
    rw [hU]
    exact Submodule.sum_mem _ fun q _ =>
      Submodule.smul_mem _ _ (Submodule.subset_span ⟨q, rfl⟩)
  have horth : ∀ u ∈ U, inner ℝ u (f j - ∑ q, C q j • χ q) = 0 := by
    intro u hu
    rw [hU] at hu
    induction hu using Submodule.span_induction with
    | mem x hx =>
      obtain ⟨p, rfl⟩ := hx
      have h : ∑ q, inner ℝ (χ p) (χ q) * C q j = B p j := by
        rw [← hfit, Matrix.mul_apply]
        rfl
      rw [inner_sub_right, inner_sum, ← hB, ← h, sub_eq_zero]
      refine Finset.sum_congr rfl fun q _ => ?_
      rw [real_inner_smul_right, mul_comm]
    | zero => exact inner_zero_left _
    | add x y _ _ hx hy => rw [inner_add_left, hx, hy, add_zero]
    | smul a x _ hx => rw [real_inner_smul_left, hx, mul_zero]
  have mi := U.starProjection_apply_mem (f i)
  have h1 := horth _ mi
  rw [inner_sub_right, inner_fit U (f i) hg] at h1
  have h2 := inner_fit U (f j) mi
  rw [real_inner_comm, real_inner_comm (U.starProjection (f i)) (f j)] at h2
  have h3 : inner ℝ (f i) (∑ q, C q j • χ q) = (Bᵀ * C) i j := by
    rw [inner_sum, Matrix.mul_apply]
    refine Finset.sum_congr rfl fun q _ => ?_
    rw [real_inner_smul_right, Matrix.transpose_apply, hB, real_inner_comm, mul_comm]
  change inner ℝ (U.starProjection (f i)) (U.starProjection (f j)) = _
  linarith [real_inner_comm (U.starProjection (f i)) (f j)]

end

end DensityFittingError
```

```lean
#print axioms DensityFittingError.error_quadratic_form
#print axioms DensityFittingError.density_fitting_error
#print axioms DensityFittingError.error_schwarz_bound
#print axioms DensityFittingError.fitted_eq_three_index
```

```
'DensityFittingError.error_quadratic_form' depends on axioms: [propext, Classical.choice, Quot.sound]
'DensityFittingError.density_fitting_error' depends on axioms: [propext, Classical.choice, Quot.sound]
'DensityFittingError.error_schwarz_bound' depends on axioms: [propext, Classical.choice, Quot.sound]
'DensityFittingError.fitted_eq_three_index' depends on axioms: [propext, Classical.choice, Quot.sound]
```

## The same formula in a program

A calculation need not form V⁻¹. With the Cholesky factorisation V = L Lᵀ, one solves L Y = B for Y, and the fitted matrix is Yᵀ Y. The diagonal errors then cost little beyond the exact diagonal integrals:

Δ_ii = (f(i)|f(i)) − Σ_p Y_pi².

In exact arithmetic these numbers are nonnegative and can't increase when functions are appended to the auxiliary set. A value that is negative by more than rounding error points to inconsistent integrals, a badly conditioned V or a fault in the code. The largest diagonal error bounds the error of every integral in the matrix. Rounding itself is not modelled in the theorems.

## A formulation with matrices alone

The statement could also have been modelled without subspaces, starting from the joint repulsion matrix of auxiliary and pair densities, with blocks V, B, Bᵀ and the exact matrix M. The error M − Bᵀ V⁻¹ B is then the Schur complement of V, and its positive semidefiniteness follows from that of the joint matrix. This version stays closer to the arrays in a program, but it builds the invertibility of V into the definition of the error. Nested auxiliary sets can be compared in it by block inversion. With projections, linearly dependent auxiliary functions are harmless until the explicit formula is wanted, and the comparison needs only the containment of U in W.
